# The large-argument asymptote of the Boys function overestimates it in every order

## Definitions and conventions

Let $m = 0, 1, 2, \dots$ be a natural number, the order, and let $T$ be a real number, the argument. The Boys function of order $m$ is

$$F_m(T) = \int_0^1 t^{2m}\, e^{-T t^2}\, dt .$$

The odd double factorial is written as a product over $k = 0, \dots, m-1$,

$$(2m-1)!! = \prod_{k=0}^{m-1} (2k+1) = 1 \cdot 3 \cdot 5 \cdots (2m-1),$$

and the empty product fixes $(-1)!! = 1$ at $m = 0$. From these come a constant $C_m$ and, for $T > 0$, the scaled Boys function $S_m$, the asymptotic formula $A_m$ and its relative error $\varepsilon_m$:

$$C_m = \frac{(2m-1)!!\,\sqrt{\pi}}{2^{m+1}}, \qquad S_m(T) = T^{m+1/2} F_m(T), \qquad A_m(T) = \frac{C_m}{T^{m+1/2}}, \qquad \varepsilon_m(T) = 1 - \frac{F_m(T)}{A_m(T)} .$$

The first constants are $C_0 = \sqrt{\pi}/2$, $C_1 = \sqrt{\pi}/4$ and $C_2 = 3\sqrt{\pi}/8$. The error $\varepsilon_m = (A_m - F_m)/A_m$ is measured relative to the formula $A_m$, not relative to the exact value $F_m$. Finally, $g_m(u) = u^{2m} e^{-u^2}$ is the integrand of the even Gaussian moment and $\Gamma(s) = \int_0^\infty v^{s-1} e^{-v}\, dv$, for $s > 0$, is the Gamma function.

Nuclear-attraction and electron-repulsion integrals over Gaussian basis functions reduce to finite combinations of the $F_m(T)$, with $T$ an exponent times a squared distance between centres; the result below concerns one such function at a time, for natural $m$ and real $T > 0$.

## The claim

For every natural $m$:

1. $S_m$ is strictly increasing on $T > 0$;
2. $S_m(T) \to C_m$ as $T \to \infty$;
3. $F_m(T) < A_m(T)$ for every $T > 0$.

As a consequence $\varepsilon_m$ is positive and strictly decreasing on $T > 0$ and tends to zero as $T \to \infty$.

## Derivation

**Step 1: the Gamma function at half-integers.** The formula $\Gamma(m + \tfrac12) = (2m-1)!!\,\sqrt{\pi}/2^m$ holds at $m = 0$, where it reads $\Gamma(\tfrac12) = \sqrt{\pi}$. If it holds for $m$, the recurrence $\Gamma(s+1) = s\,\Gamma(s)$ with $s = m + \tfrac12$ gives

$$\Gamma\big((m+1) + \tfrac12\big) = \frac{2m+1}{2} \cdot \frac{(2m-1)!!\,\sqrt{\pi}}{2^m} = \frac{(2m+1)!!\,\sqrt{\pi}}{2^{m+1}},$$

which is the formula for $m+1$.

**Step 2: the half-line moment.** With $v = u^2$ and $du = dv/(2\sqrt{v})$,

$$\int_0^\infty u^{2m} e^{-u^2}\, du = \frac12 \int_0^\infty v^{m - 1/2} e^{-v}\, dv = \frac12\, \Gamma(m + \tfrac12) = C_m .$$

**Step 3: scaling.** For $T > 0$ put $u = \sqrt{T}\, t$, so that $du = \sqrt{T}\, dt$ and $g_m(\sqrt{T}\, t) = T^m\, t^{2m} e^{-T t^2}$. As $t$ runs over $[0, 1]$, $u$ runs over $[0, \sqrt{T}]$, and

$$\int_0^{\sqrt{T}} g_m(u)\, du = \sqrt{T}\; T^m \int_0^1 t^{2m} e^{-T t^2}\, dt = T^{m+1/2} F_m(T) = S_m(T).$$

All dependence on $T$ now sits in the upper limit.

**Step 4: monotonicity.** For $0 < a < b$,

$$S_m(b) - S_m(a) = \int_{\sqrt{a}}^{\sqrt{b}} g_m(u)\, du > 0,$$

because $\sqrt{a} < \sqrt{b}$ and $g_m(u) > 0$ for $u > 0$.

**Step 5: the limit.** As $T \to \infty$ the upper limit $\sqrt{T}$ tends to infinity. Since $g_m$ is integrable on $(0, \infty)$, the truncated moment tends to the full one, and $S_m(T) \to C_m$ by step 2.

**Step 6: the overestimate.** Fix $T > 0$. For every $S \ge T + 1$ step 4 gives $S_m(T+1) \le S_m(S)$, and letting $S \to \infty$ gives $S_m(T+1) \le C_m$. Passing to a limit preserves only a weak inequality, so the strict one is taken from the first unit step: $S_m(T) < S_m(T+1) \le C_m$. Dividing by $T^{m+1/2} > 0$ yields $F_m(T) < A_m(T)$.

**The relative error.** Since $F_m/A_m = S_m/C_m$ and $C_m > 0$, we have $\varepsilon_m(T) = 1 - S_m(T)/C_m$. It is positive by step 6, strictly decreasing by step 4, and tends to $1 - C_m/C_m = 0$ by step 5.

## The formal definitions

```lean
import Mathlib

open Real Filter Topology MeasureTheory Set

namespace BoysAsymptote

noncomputable section
```

The order is `m : ℕ` and the argument is `T : ℝ`. The Boys function is an interval integral over the real line with respect to Lebesgue measure. The power `t ^ (2 * m)` has a natural exponent, so the factor is $1$ throughout when $m = 0$. The definition makes sense for every real $T$; positivity enters only in the theorems.

```lean
/-- The Boys function `F_m(T) = ∫₀¹ t^(2m) exp(-T t²) dt`. -/
def boys (m : ℕ) (T : ℝ) : ℝ := ∫ t in (0 : ℝ)..1, t ^ (2 * m) * exp (-T * t ^ 2)
```

`Finset.range m` is the index set $\{0, \dots, m-1\}$, the same as in the product above. In this form the expression $2m - 1$ never has to be evaluated in the natural numbers.

```lean
/-- The double factorial `(2m-1)!! = 1·3·5···(2m-1)`, equal to `1` for `m = 0`. -/
def oddDoubleFactorial (m : ℕ) : ℕ := ∏ k ∈ Finset.range m, (2 * k + 1)
```

The constant $C_m$ is `asymptoticConst m`, with the double factorial cast to the reals.

```lean
/-- The constant `C_m = (2m-1)!! √π / 2^(m+1)`. -/
def asymptoticConst (m : ℕ) : ℝ := (oddDoubleFactorial m : ℝ) * √π / 2 ^ (m + 1)
```

In $S_m$ and $A_m$ the exponent `(m : ℝ) + 1 / 2` is a real number, so the power of $T$ is the real power function, which for $T > 0$ equals $e^{(m+1/2)\ln T}$.

```lean
/-- The scaled Boys function `T^(m+1/2) F_m(T)`. -/
def scaledBoys (m : ℕ) (T : ℝ) : ℝ := T ^ ((m : ℝ) + 1 / 2) * boys m T

/-- The large-`T` asymptotic formula `C_m / T^(m+1/2)` for the Boys function. -/
def asymptote (m : ℕ) (T : ℝ) : ℝ := asymptoticConst m / T ^ ((m : ℝ) + 1 / 2)
```

The relative error has the asymptotic formula in the denominator, as in the definition of $\varepsilon_m$.

```lean
/-- The relative error `1 - F_m(T) / (C_m / T^(m+1/2))` of the asymptotic formula. -/
def relativeError (m : ℕ) (T : ℝ) : ℝ := 1 - boys m T / asymptote m T
```

The integrand $g_m$ is `momentDensity m`. The expression `-u ^ 2` is read as $-(u^2)$.

```lean
/-- The integrand `u^(2m) exp(-u²)` of the even Gaussian moment. -/
def momentDensity (m : ℕ) (u : ℝ) : ℝ := u ^ (2 * m) * exp (-u ^ 2)
```

## The Gaussian moment

`gamma_half_integer` is step 1. The base case rests on `Real.Gamma_one_half_eq`, Mathlib's value $\Gamma(\tfrac12) = \sqrt{\pi}$. In the inductive case `e` writes the argument as $s + 1$ with $s = m + \tfrac12$, and `hne` supplies $s \ne 0$, which `Real.Gamma_add_one` requires of the recurrence. The identity `hs` splits the last factor $2m + 1$ off the product, and `ring` checks that $(m + \tfrac12)/2^m$ equals $(2m+1)/2^{m+1}$ in the presence of the common factors.

```lean
/-- The Gamma function at half-integers: `Γ(m + 1/2) = (2m-1)!! √π / 2^m`. -/
theorem gamma_half_integer (m : ℕ) :
    Real.Gamma ((m : ℝ) + 1 / 2) = (oddDoubleFactorial m : ℝ) * √π / 2 ^ m := by
  induction m with
  | zero =>
    rw [Nat.cast_zero, zero_add, Real.Gamma_one_half_eq]
    simp [oddDoubleFactorial]
  | succ m ih =>
    have e : ((m + 1 : ℕ) : ℝ) + 1 / 2 = ((m : ℝ) + 1 / 2) + 1 := by push_cast; ring
    have hne : (m : ℝ) + 1 / 2 ≠ 0 := by positivity
    have hs : oddDoubleFactorial (m + 1) = oddDoubleFactorial m * (2 * m + 1) :=
      Finset.prod_range_succ _ _
    rw [e, Real.Gamma_add_one hne, ih, hs, pow_succ]
    push_cast
    ring
```

`gaussian_moment` is step 2 together with the integrability used in step 5; `Ioi 0` is the open half-line $(0, \infty)$. Both halves come from Mathlib results for a real power $u^q$, which converge at the origin when $q > -1$; `hq` states this for $q = 2m$. For the value, `integral_rpow_mul_exp_neg_rpow` gives

$$\int_0^\infty u^q e^{-u^p}\, du = \frac1p\, \Gamma\!\left(\frac{q+1}{p}\right),$$

which is the substitution $v = u^p$ carried out in general. With $p = 2$ and $q = 2m$, `e` identifies the argument $(2m+1)/2$ with $m + \tfrac12$, and step 1 then replaces the Gamma function by its closed form.

```lean
/-- The function `u^(2m) exp(-u²)` is integrable on the half-line, and its integral there is
`C_m = (2m-1)!! √π / 2^(m+1)`. -/
theorem gaussian_moment (m : ℕ) :
    IntegrableOn (momentDensity m) (Ioi 0) ∧
      ∫ u in Ioi (0 : ℝ), momentDensity m u = asymptoticConst m := by
  have h0 : (0 : ℝ) ≤ ((2 * m : ℕ) : ℝ) := Nat.cast_nonneg _
  have hq : (-1 : ℝ) < ((2 * m : ℕ) : ℝ) := by linarith
  constructor
  · have h := integrableOn_rpow_mul_exp_neg_mul_sq (b := 1) one_pos
      (s := ((2 * m : ℕ) : ℝ)) hq
    simp only [Real.rpow_natCast, neg_mul, one_mul] at h
    exact h
  · -- the moment equals Γ(m + 1/2) / 2
    have h := integral_rpow_mul_exp_neg_rpow (p := 2) (q := ((2 * m : ℕ) : ℝ)) two_pos hq
    have e : (((2 * m : ℕ) : ℝ) + 1) / 2 = (m : ℝ) + 1 / 2 := by push_cast; ring
    rw [e, gamma_half_integer] at h
    simp only [Real.rpow_natCast, Real.rpow_two] at h
    unfold momentDensity asymptoticConst
    rw [h, pow_succ]
    ring
```

## Scaling, monotonicity and the limit

`scaledBoys_eq_truncated_moment` is step 3 and carries the hypothesis `hT : 0 < T`. It is used in `hs`, the identity $(\sqrt{T})^2 = T$, and in `hp`, the splitting $T^{m+1/2} = T^m \sqrt{T}$. The statement `hg` is the pointwise identity for $g_m(\sqrt{T}\, x)$. The change of variables is `intervalIntegral.smul_integral_comp_mul_left`, which says that $c \int_a^b f(cx)\, dx = \int_{ca}^{cb} f(u)\, du$; here $a = 0$, $b = 1$, $c = \sqrt{T}$ and $f = g_m$. The constant $T^m$ is pulled out of the integral and the two sides then agree up to the order of factors.

```lean
/-- For `T > 0` the scaled Boys function is the Gaussian moment truncated at `√T`:
`T^(m+1/2) F_m(T) = ∫₀^√T u^(2m) exp(-u²) du`. -/
theorem scaledBoys_eq_truncated_moment (m : ℕ) {T : ℝ} (hT : 0 < T) :
    scaledBoys m T = ∫ u in (0 : ℝ)..√T, momentDensity m u := by
  have hs : √T ^ 2 = T := Real.sq_sqrt hT.le
  have hg : ∀ x : ℝ, momentDensity m (√T * x) = T ^ m * (x ^ (2 * m) * exp (-T * x ^ 2)) := by
    intro x
    unfold momentDensity
    rw [mul_pow, mul_pow, pow_mul (√T) 2 m, hs, neg_mul, mul_assoc]
  have hp : T ^ ((m : ℝ) + 1 / 2) = T ^ m * √T := by
    rw [Real.rpow_add hT, Real.rpow_natCast, Real.sqrt_eq_rpow]
  -- substitute u = √T t
  have h := intervalIntegral.smul_integral_comp_mul_left (f := momentDensity m)
    (a := 0) (b := 1) (c := √T)
  simp only [hg, mul_zero, mul_one, smul_eq_mul] at h
  rw [intervalIntegral.integral_const_mul] at h
  rw [← h]
  unfold scaledBoys boys
  rw [hp]
  ring
```

`StrictMonoOn (scaledBoys m) (Ioi 0)` means that $S_m(a) < S_m(b)$ whenever $0 < a < b$. The proof is step 4. Continuity of $g_m$, stated in `hc`, makes it integrable on every bounded interval. `hsub` says that the integral up to $\sqrt{b}$ minus the integral up to $\sqrt{a}$ is the integral over the slice between them, and `hpos` says that this slice is positive: every interior point exceeds $\sqrt{a} > 0$, so $g_m$ is positive there.

```lean
/-- The scaled Boys function `T^(m+1/2) F_m(T)` is strictly increasing on `T > 0`. -/
theorem scaledBoys_strictMonoOn (m : ℕ) : StrictMonoOn (scaledBoys m) (Ioi 0) := by
  intro a ha b hb hab
  have ha' : 0 < a := ha
  have hb' : 0 < b := hb
  have hc : Continuous (momentDensity m) := by unfold momentDensity; fun_prop
  rw [scaledBoys_eq_truncated_moment m ha', scaledBoys_eq_truncated_moment m hb']
  have hsub := intervalIntegral.integral_interval_sub_left
    (hc.intervalIntegrable (μ := volume) 0 (√b)) (hc.intervalIntegrable (μ := volume) 0 (√a))
  -- the extra slice between √a and √b has a positive integrand
  have hpos : 0 < ∫ u in (√a)..(√b), momentDensity m u := by
    refine intervalIntegral.intervalIntegral_pos_of_pos_on (hc.intervalIntegrable _ _) ?_
      (Real.sqrt_lt_sqrt ha'.le hab)
    intro x hx
    have hx0 : 0 < x := lt_trans (Real.sqrt_pos.mpr ha') hx.1
    unfold momentDensity
    positivity
  linarith
```

`Tendsto (scaledBoys m) atTop (𝓝 (asymptoticConst m))` reads $S_m(T) \to C_m$ as $T \to +\infty$. In the proof, `hsq` is $\sqrt{T} \to \infty$, and `intervalIntegral_tendsto_integral_Ioi` is the convergence of truncated integrals of an integrable function to the half-line integral. The truncated moment equals $S_m(T)$ only under $T > 0$, which is enough, because a limit at infinity depends only on large arguments; the `filter_upwards` line makes this restriction.

```lean
/-- The scaled Boys function `T^(m+1/2) F_m(T)` tends to `(2m-1)!! √π / 2^(m+1)` as
`T → ∞`. -/
theorem scaledBoys_tendsto (m : ℕ) :
    Tendsto (scaledBoys m) atTop (𝓝 (asymptoticConst m)) := by
  have hsq : Tendsto (fun T : ℝ => √T) atTop atTop := by
    have h := tendsto_rpow_atTop (y := 1 / 2) (by norm_num)
    exact h.congr (fun x => (Real.sqrt_eq_rpow x).symm)
  have h := intervalIntegral_tendsto_integral_Ioi 0 (gaussian_moment m).1 hsq
  rw [(gaussian_moment m).2] at h
  refine h.congr' ?_
  filter_upwards [eventually_gt_atTop (0 : ℝ)] with T hT
  exact (scaledBoys_eq_truncated_moment m hT).symm
```

## The main theorem and the relative error

`boys_asymptote` is the conjunction of the three parts of the claim, for every natural `m` including $0$ and with no further hypothesis. The first two parts are the preceding theorems. The third is step 6: `hlt` is $S_m(T) < S_m(T+1)$, and `hle` is $S_m(T+1) \le C_m$, obtained from `ge_of_tendsto`, which passes a lower bound valid for all large $S$ on to the limit. `lt_div_iff₀ hp` turns the inequality $F_m(T) < C_m / T^{m+1/2}$ into $S_m(T) < C_m$.

```lean
/-- For every order `m`, `T^(m+1/2) F_m(T)` is strictly increasing on `T > 0` and tends to
`C_m`, and the asymptotic formula `C_m / T^(m+1/2)` exceeds `F_m(T)` for every `T > 0`. -/
theorem boys_asymptote (m : ℕ) :
    StrictMonoOn (scaledBoys m) (Ioi 0) ∧
      Tendsto (scaledBoys m) atTop (𝓝 (asymptoticConst m)) ∧
      ∀ T : ℝ, 0 < T → boys m T < asymptote m T := by
  refine ⟨scaledBoys_strictMonoOn m, scaledBoys_tendsto m, fun T hT => ?_⟩
  have h1 : 0 < T + 1 := by linarith
  have hlt : scaledBoys m T < scaledBoys m (T + 1) :=
    scaledBoys_strictMonoOn m hT h1 (by linarith)
  -- an increasing function lies below its limit
  have hle : scaledBoys m (T + 1) ≤ asymptoticConst m := by
    refine ge_of_tendsto (scaledBoys_tendsto m) ?_
    filter_upwards [eventually_ge_atTop (T + 1)] with S hS
    have hS0 : 0 < S := lt_of_lt_of_le h1 hS
    exact (scaledBoys_strictMonoOn m).monotoneOn h1 hS0 hS
  have hp : 0 < T ^ ((m : ℝ) + 1 / 2) := Real.rpow_pos_of_pos hT _
  unfold asymptote
  rw [lt_div_iff₀ hp, mul_comm]
  exact lt_of_lt_of_le hlt hle
```

The statement is qualitative. It gives the sign of the error and its limit, but no rate of convergence, no correction term and no value of $T$ beyond which a given accuracy is reached. It covers exact real numbers, not floating-point values, and neither complex arguments nor non-integer orders.

In `relativeError_decreases_to_zero`, `StrictAntiOn (relativeError m) (Ioi 0)` means $\varepsilon_m(b) < \varepsilon_m(a)$ for $0 < a < b$. The proof first shows $C_m > 0$ in `hC`, from a product of positive factors and $\sqrt{\pi} > 0$, and then $\varepsilon_m = 1 - S_m/C_m$ in `hr`. The three branches divide the three parts of the claim by a positive quantity: the overestimate by $A_m(T)$, the monotonicity and the limit by $C_m$.

```lean
/-- The relative error of the asymptotic formula is positive and strictly decreasing on
`T > 0`, and it tends to zero as `T → ∞`. -/
theorem relativeError_decreases_to_zero (m : ℕ) :
    (∀ T : ℝ, 0 < T → 0 < relativeError m T) ∧
      StrictAntiOn (relativeError m) (Ioi 0) ∧
      Tendsto (relativeError m) atTop (𝓝 0) := by
  have hC : 0 < asymptoticConst m := by
    have h : 0 < oddDoubleFactorial m := Finset.prod_pos (fun k _ => Nat.succ_pos _)
    have h' : (0 : ℝ) < (oddDoubleFactorial m : ℝ) := by exact_mod_cast h
    have hpi : 0 < √π := Real.sqrt_pos.mpr Real.pi_pos
    unfold asymptoticConst
    positivity
  -- the ratio to the asymptote is the scaled function divided by its limit
  have hr : ∀ T, relativeError m T = 1 - scaledBoys m T / asymptoticConst m := by
    intro T
    unfold relativeError asymptote scaledBoys
    rw [div_div_eq_mul_div, mul_comm]
  refine ⟨fun T hT => ?_, fun a ha b hb hab => ?_, ?_⟩
  · have hA : 0 < asymptote m T := div_pos hC (Real.rpow_pos_of_pos hT _)
    have h := (div_lt_one hA).mpr ((boys_asymptote m).2.2 T hT)
    unfold relativeError
    linarith
  · have h := div_lt_div_of_pos_right (scaledBoys_strictMonoOn m ha hb hab) hC
    rw [hr, hr]
    linarith
  · have h := ((scaledBoys_tendsto m).div_const (asymptoticConst m)).const_sub 1
    rw [div_self hC.ne', sub_self] at h
    exact h.congr (fun T => (hr T).symm)

end

end BoysAsymptote
```

```lean
#print axioms BoysAsymptote.boys_asymptote
-- 'BoysAsymptote.boys_asymptote' depends on axioms: [propext, Classical.choice, Quot.sound]
#print axioms BoysAsymptote.relativeError_decreases_to_zero
-- 'BoysAsymptote.relativeError_decreases_to_zero' depends on axioms: [propext, Classical.choice, Quot.sound]
```

## The role of the hypotheses

The inequality in the third part does not extend even to $T = 0$. There $F_0(0) = \int_0^1 dt = 1$, while $A_0(T) = \sqrt{\pi}/(2\sqrt{T})$ has no value; Lean's division by zero returns $0$, so the formal inequality at $m = 0$, $T = 0$ would read $1 < 0$.

Step 6 also needs both of its inputs. The function $C_m + 1/T$ tends to $C_m$ and lies above it for every $T > 0$, so the limit alone decides nothing about the sign of the error. The function $T$ is strictly increasing and exceeds $C_m$ once $T > C_m$, so monotonicity alone gives no bound by $C_m$. The monotonicity must moreover be used in its strict form: the constant function $C_m$ is non-decreasing and equals its limit, so weak monotonicity together with the limit yields only $\le$.

## Use in an integral code

The Lean code contains no charge distribution, error function, relation between different orders or real order; what is said about these from here on is derived by hand. Take a unit charge spread as $(p/\pi)^{3/2} e^{-p r^2}$, with exponent $p > 0$ and $r$ the distance from its centre. In atomic units its potential at distance $R > 0$ is

$$V(R) = 2\sqrt{p/\pi}\; F_0(pR^2) = \frac{\operatorname{erf}(\sqrt{p}\, R)}{R},$$

where $\operatorname{erf}(x) = (2/\sqrt{\pi}) \int_0^x e^{-u^2}\, du$. Replacing $F_0$ by $A_0$ turns this into $1/R$. At $m = 0$ the overestimate thus says that the Gaussian charge has a smaller potential than a point charge at every distance.

A program that evaluates $F_m(T)$ may switch to $A_m(T)$ above a threshold $T_m$, generating the orders from $A_0 = \sqrt{\pi}/(2\sqrt{T})$ and $A_{m+1} = (2m+1)\, A_m/(2T)$. Because $\varepsilon_m$ is positive, decreasing and tends to zero, such a threshold exists for any tolerance $\delta > 0$, and testing $\varepsilon_m(T_m) \le \delta$ at that one point settles all $T \ge T_m$ in exact arithmetic. The theorem treats one order at a time. Integrating by parts in the tail formula for $\varepsilon_m$ given in the last section yields $\varepsilon_{m+1}(T) = \varepsilon_m(T) + T^{m+1/2} e^{-T}/(2 C_{m+1})$, so at fixed $T$ the error grows with the order: a test passed at the highest order in use settles all lower orders for the same threshold, while a test passed at a lower order does not settle the higher ones. Integrals over functions of higher angular momentum combine several $F_m$ with coefficients of both signs, so the one-sided bound need not carry over to the integral.

## Real orders

The substitutions in steps 2 and 3 work equally for a real power of $u$, and steps 4 to 6 use only that the integrand is positive and integrable on $(0, \infty)$. With a real order $\nu > -\tfrac12$ in place of $m$, the same substitution shows that $T^{\nu + 1/2} \int_0^1 t^{2\nu} e^{-T t^2}\, dt$ increases strictly to $\tfrac12 \Gamma(\nu + \tfrac12)$; for the odd powers $2\nu = 2m + 1$ the limit is $m!/2$. Subtracting step 3 from step 2 also identifies the relative error with the missing tail,

$$\varepsilon_m(T) = \frac{1}{C_m} \int_{\sqrt{T}}^\infty u^{2m} e^{-u^2}\, du ,$$

which for $m = 0$ is $1 - \operatorname{erf}(\sqrt{T})$.
